# The Townes-Dailey angular field gradient: 4/5 times the p_z excess

Counting the electrons in a p shell does not give the electric field gradient at the nucleus. Three electrons spread evenly over p_x, p_y and p_z produce none, while a single electron in p_z does. A weight for each orbital links the populations to the gradient, and so to the nuclear quadrupole coupling measured in NMR. For one p shell with a common radial factor, the weights follow from integrals over the sphere.

## Directions, densities and the gradient

```lean
import Mathlib

open scoped Real

namespace TownesDailey

noncomputable section
```

Mathlib supplies the calculus, and the second line makes the symbol π available.

```lean
/-- The unit vector with polar angle `θ` and azimuth `φ`; the components 0, 1, 2 are x, y, z. -/
def direction (θ φ : ℝ) : Fin 3 → ℝ :=
  ![Real.sin θ * Real.cos φ, Real.sin θ * Real.sin φ, Real.cos θ]
```

The type `Fin 3 → ℝ` is a real vector with components numbered 0, 1, 2, standing for x, y, z. For polar angle θ and azimuth φ, this is the unit vector u = (sin θ cos φ, sin θ sin φ, cos θ).

```lean
/-- The integral of a function of direction over the unit sphere. -/
def sphereIntegral (f : (Fin 3 → ℝ) → ℝ) : ℝ :=
  ∫ θ in (0 : ℝ)..π, ∫ φ in (0 : ℝ)..(2 * π), f (direction θ φ) * Real.sin θ
```

For a function f of direction, this is the usual sphere integral

∫₀^π dθ ∫₀^{2π} dφ f(u) sin θ.

```lean
/-- The angular density of the real p orbital along axis `k`. -/
def pDensity (k : Fin 3) (u : Fin 3 → ℝ) : ℝ := 3 / (4 * π) * u k ^ 2
```

The real p orbital along axis k has angular density (3/(4π)) u_k². For p_z this is (3/(4π)) cos²θ.

```lean
/-- The angular density of a p shell with populations `n` of its three real orbitals. -/
def valenceDensity (n : Fin 3 → ℝ) (u : Fin 3 → ℝ) : ℝ := ∑ j, n j * pDensity j u
```

The shell has density Σ_j n_j (3/(4π)) u_j², where n_j is the population of orbital j. The populations are arbitrary real numbers, given as input: how a bond sets them is not derived. There are no cross terms between different p orbitals.

```lean
/-- The angular factor of the field gradient along axis `k` at the nucleus:
the integral of `3 u_k² - 1` over the density of the p shell. -/
def fieldGradient (n : Fin 3 → ℝ) (k : Fin 3) : ℝ :=
  sphereIntegral (fun u => (3 * u k ^ 2 - 1) * valenceDensity n u)
```

The angular factor of the gradient along axis k is the integral of 3u_k² − 1 times this density. The second derivative of the electrostatic potential along k is this factor times −e⟨1/r³⟩/(4πε₀), so it has the opposite sign. Here e is the elementary charge, and the radial average ⟨1/r³⟩ is taken as the same for all three orbitals. These constants are left out. Charges on other atoms and the response of the core are also absent.

## Two elementary integrals

```lean
/-- The integral over the azimuth of an even quartic polynomial in its cosine. -/
theorem azimuthal_integral (α β γ : ℝ) :
    ∫ φ in (0 : ℝ)..(2 * π), (α + β * Real.cos φ ^ 2 + γ * Real.cos φ ^ 4)
      = 2 * π * α + π * β + 3 * π / 4 * γ := by
  have h : ∀ φ ∈ Set.uIcc (0 : ℝ) (2 * π), HasDerivAt
      (fun t => (α + β / 2 + 3 * γ / 8) * t
        + (β / 2 + 3 * γ / 8) * (Real.sin t * Real.cos t)
        + γ / 4 * (Real.sin t * Real.cos t ^ 3))
      (α + β * Real.cos φ ^ 2 + γ * Real.cos φ ^ 4) φ := by
    intro φ _
    have hs := Real.hasDerivAt_sin φ
    have hc := Real.hasDerivAt_cos φ
    have h3 : HasDerivAt (fun t => Real.cos t ^ 3)
        (3 * Real.cos φ ^ 2 * (-Real.sin φ)) φ := by simpa using hc.fun_pow 3
    refine ((((hasDerivAt_id' φ).const_mul (α + β / 2 + 3 * γ / 8)).fun_add
      ((hs.fun_mul hc).const_mul (β / 2 + 3 * γ / 8))).fun_add
      ((hs.fun_mul h3).const_mul (γ / 4))).congr_deriv ?_
    linear_combination
      (-(β / 2 + 3 * γ / 8) - 3 * γ / 4 * Real.cos φ ^ 2) * Real.sin_sq φ
  rw [intervalIntegral.integral_eq_sub_of_hasDerivAt h
    (Continuous.intervalIntegrable (by fun_prop) _ _)]
  simp only [Real.sin_two_pi, Real.sin_zero]
  ring
```

For constants α, β, γ, an antiderivative of α + β cos²φ + γ cos⁴φ is

(α + β/2 + 3γ/8) φ + (β/2 + 3γ/8) sin φ cos φ + (γ/4) sin φ cos³φ.

To check it, use (sin φ cos φ)′ = 2cos²φ − 1 and (sin φ cos³φ)′ = 4cos⁴φ − 3cos²φ. The sine terms vanish at 0 and 2π, leaving 2πα + πβ + 3πγ/4. In Lean, `HasDerivAt` states the derivative, `linear_combination` supplies sin² = 1 − cos², and the fundamental theorem of calculus evaluates the integral.

```lean
/-- The integral over the polar angle, with weight `sin θ`, of an even quartic polynomial
in its cosine. -/
theorem polar_integral (α β γ : ℝ) :
    ∫ θ in (0 : ℝ)..π, (α + β * Real.cos θ ^ 2 + γ * Real.cos θ ^ 4) * Real.sin θ
      = 2 * α + 2 / 3 * β + 2 / 5 * γ := by
  have h : ∀ θ ∈ Set.uIcc (0 : ℝ) π, HasDerivAt
      (fun t => (-α) * Real.cos t + (-β / 3) * Real.cos t ^ 3 + (-γ / 5) * Real.cos t ^ 5)
      ((α + β * Real.cos θ ^ 2 + γ * Real.cos θ ^ 4) * Real.sin θ) θ := by
    intro θ _
    have hc := Real.hasDerivAt_cos θ
    have h3 : HasDerivAt (fun t => Real.cos t ^ 3)
        (3 * Real.cos θ ^ 2 * (-Real.sin θ)) θ := by simpa using hc.fun_pow 3
    have h5 : HasDerivAt (fun t => Real.cos t ^ 5)
        (5 * Real.cos θ ^ 4 * (-Real.sin θ)) θ := by simpa using hc.fun_pow 5
    refine (((hc.const_mul (-α)).fun_add (h3.const_mul (-β / 3))).fun_add
      (h5.const_mul (-γ / 5))).congr_deriv ?_
    ring
  rw [intervalIntegral.integral_eq_sub_of_hasDerivAt h
    (Continuous.intervalIntegrable (by fun_prop) _ _)]
  simp only [Real.cos_pi, Real.cos_zero]
  ring
```

With the weight sin θ, the antiderivative is

−α cos θ − (β/3) cos³θ − (γ/5) cos⁵θ.

As cos θ runs from 1 to −1, it increases by 2α + 2β/3 + 2γ/5. The Lean proof has the same shape as the previous one.

## Products of quadratic forms

```lean
/-- The sphere integral of a product of two diagonal quadratic forms in the direction. -/
theorem quadratic_product_integral (a w : Fin 3 → ℝ) :
    sphereIntegral (fun u => (∑ j, a j * u j ^ 2) * (∑ j, w j * u j ^ 2))
      = 4 * π / 15 * ((∑ j, a j) * (∑ j, w j) + 2 * ∑ j, a j * w j) := by
  -- U, V, W multiply sin⁴θ, sin²θ cos²θ and cos⁴θ after the azimuth is integrated out
  obtain ⟨U, hU⟩ : ∃ U, U = π / 4 * (3 * a 0 * w 0 + 3 * a 1 * w 1 + a 0 * w 1 + a 1 * w 0) :=
    ⟨_, rfl⟩
  obtain ⟨V, hV⟩ : ∃ V, V = π * ((a 0 + a 1) * w 2 + a 2 * (w 0 + w 1)) := ⟨_, rfl⟩
  obtain ⟨W, hW⟩ : ∃ W, W = 2 * π * a 2 * w 2 := ⟨_, rfl⟩
  have inner : ∀ θ : ℝ, (∫ φ in (0 : ℝ)..(2 * π), (∑ j, a j * direction θ φ j ^ 2)
      * (∑ j, w j * direction θ φ j ^ 2) * Real.sin θ)
      = (U + (V - 2 * U) * Real.cos θ ^ 2 + (U - V + W) * Real.cos θ ^ 4) * Real.sin θ := by
    intro θ
    have h : ∀ φ : ℝ, (∑ j, a j * direction θ φ j ^ 2)
        * (∑ j, w j * direction θ φ j ^ 2) * Real.sin θ
        = (a 1 * (1 - Real.cos θ ^ 2) + a 2 * Real.cos θ ^ 2)
            * (w 1 * (1 - Real.cos θ ^ 2) + w 2 * Real.cos θ ^ 2) * Real.sin θ
          + ((a 1 * (1 - Real.cos θ ^ 2) + a 2 * Real.cos θ ^ 2) * (w 0 - w 1)
            + (w 1 * (1 - Real.cos θ ^ 2) + w 2 * Real.cos θ ^ 2) * (a 0 - a 1))
            * (1 - Real.cos θ ^ 2) * Real.sin θ * Real.cos φ ^ 2
          + (a 0 - a 1) * (w 0 - w 1) * (1 - Real.cos θ ^ 2) ^ 2 * Real.sin θ
            * Real.cos φ ^ 4 := by
      intro φ
      have e0 : direction θ φ 0 = Real.sin θ * Real.cos φ := rfl
      have e1 : direction θ φ 1 = Real.sin θ * Real.sin φ := rfl
      have e2 : direction θ φ 2 = Real.cos θ := rfl
      simp only [Fin.sum_univ_three, e0, e1, e2, mul_pow, Real.sin_sq]
      ring
    simp only [h]
    rw [azimuthal_integral, hU, hV, hW]
    ring
  simp only [sphereIntegral, inner]
  rw [polar_integral, hU, hV, hW]
  simp only [Fin.sum_univ_three]
  ring
```

For coefficients a_j and w_j, the claim is

∫ (Σ a_j u_j²)(Σ w_j u_j²) = (4π/15) [(Σ a_j)(Σ w_j) + 2 Σ a_j w_j].

Over φ, cos⁴ and sin⁴ each integrate to 3π/4, cos² sin² to π/4, and cos² and sin² each to π. This leaves U sin⁴θ + V sin²θ cos²θ + W cos⁴θ, times sin θ, with

U = (π/4)(3a_0w_0 + 3a_1w_1 + a_0w_1 + a_1w_0)

V = π[(a_0 + a_1)w_2 + a_2(w_0 + w_1)]

W = 2πa_2w_2.

Replacing sin²θ by 1 − cos²θ gives U + (V − 2U) cos²θ + (U − V + W) cos⁴θ. The polar integral is then (16/15)U + (4/15)V + (2/5)W, which is the claimed expression multiplied out. In the code, `inner` is the φ step, with sin²φ also written as 1 − cos²φ so that `azimuthal_integral` applies.

```lean
/-- The squared components of a direction add up to one. -/
theorem direction_unit (θ φ : ℝ) : ∑ j, direction θ φ j ^ 2 = 1 := by
  rw [Fin.sum_univ_three]
  change (Real.sin θ * Real.cos φ) ^ 2 + (Real.sin θ * Real.sin φ) ^ 2 + Real.cos θ ^ 2 = 1
  linear_combination Real.sin θ ^ 2 * Real.sin_sq_add_cos_sq φ + Real.sin_sq_add_cos_sq θ
```

This is sin²θ(cos²φ + sin²φ) + cos²θ = 1.

```lean
/-- The density of the p shell integrates to the total population. -/
theorem density_normalised (n : Fin 3 → ℝ) :
    sphereIntegral (valenceDensity n) = ∑ j, n j := by
  have hq : 3 / (4 * π) * π = 3 / 4 := by field_simp
  have key : sphereIntegral (valenceDensity n) = sphereIntegral (fun u =>
      (∑ j, (3 / (4 * π) * n j) * u j ^ 2) * (∑ j, (1 : ℝ) * u j ^ 2)) := by
    have h : ∀ θ φ : ℝ, valenceDensity n (direction θ φ)
        = (∑ j, (3 / (4 * π) * n j) * direction θ φ j ^ 2)
          * (∑ j, (1 : ℝ) * direction θ φ j ^ 2) := by
      intro θ φ
      simp only [one_mul, direction_unit, mul_one, valenceDensity, pDensity]
      exact Finset.sum_congr rfl fun j _ => by ring
    simp only [sphereIntegral, h]
  rw [key, quadratic_product_integral (fun j => 3 / (4 * π) * n j) (fun _ => 1)]
  simp only [Fin.sum_univ_three]
  linear_combination (4 / 3 * (n 0 + n 1 + n 2)) * hq
```

Write N = Σ n_j. Multiply the density by 1 = Σ u_j² and use the product formula with a_j = 3n_j/(4π) and w_j = 1:

(4π/15)(3/(4π))(3N + 2N) = N.

The step `key` inserts the factor 1, and `hq` cancels π. The factor 3/(4π) therefore normalises each orbital to one electron.

## From populations to gradients

```lean
/-- The angular factor of the field gradient along coordinate axis `k`, in terms of the population
along that axis and the total population. -/
theorem gradient_component (n : Fin 3 → ℝ) (k : Fin 3) :
    fieldGradient n k = 2 / 5 * (3 * n k - ∑ j, n j) := by
  have hq : 3 / (4 * π) * π = 3 / 4 := by field_simp
  -- on the sphere, 3 u_k² - 1 is a traceless quadratic form
  have key : fieldGradient n k = sphereIntegral (fun u =>
      (∑ j, (3 / (4 * π) * n j) * u j ^ 2)
        * (∑ j, ((if j = k then (3 : ℝ) else 0) - 1) * u j ^ 2)) := by
    have h : ∀ θ φ : ℝ, (3 * direction θ φ k ^ 2 - 1) * valenceDensity n (direction θ φ)
        = (∑ j, (3 / (4 * π) * n j) * direction θ φ j ^ 2)
          * (∑ j, ((if j = k then (3 : ℝ) else 0) - 1) * direction θ φ j ^ 2) := by
      intro θ φ
      have hw : ∑ j, ((if j = k then (3 : ℝ) else 0) - 1) * direction θ φ j ^ 2
          = 3 * direction θ φ k ^ 2 - 1 := by
        simp only [sub_mul, ite_mul, zero_mul, one_mul, Finset.sum_sub_distrib,
          Finset.sum_ite_eq', Finset.mem_univ, if_true, direction_unit]
      have hv : valenceDensity n (direction θ φ)
          = ∑ j, (3 / (4 * π) * n j) * direction θ φ j ^ 2 := by
        simp only [valenceDensity, pDensity]
        exact Finset.sum_congr rfl fun j _ => by ring
      rw [hw, hv, mul_comm]
    simp only [fieldGradient, sphereIntegral, h]
  have h0 : ∑ j : Fin 3, ((if j = k then (3 : ℝ) else 0) - 1) = 0 := by
    simp [Finset.sum_sub_distrib]
  have h1 : ∑ j, 3 / (4 * π) * n j * ((if j = k then (3 : ℝ) else 0) - 1)
      = 3 / (4 * π) * (3 * n k - ∑ j, n j) := by
    simp only [mul_sub, mul_ite, mul_zero, mul_one, Finset.sum_sub_distrib,
      Finset.sum_ite_eq', Finset.mem_univ, if_true, ← Finset.mul_sum]
    ring
  rw [key, quadratic_product_integral (fun j => 3 / (4 * π) * n j)
    (fun j => (if j = k then (3 : ℝ) else 0) - 1), h0, h1]
  linear_combination (8 / 15 * (3 * n k - ∑ j, n j)) * hq
```

On the sphere, 3u_k² − 1 = Σ w_j u_j², with w_k = 2 and the other two coefficients −1. Their sum is zero, so only the last term of the product formula survives:

(4π/15) · 2 · (3/(4π))(3n_k − N) = (2/5)(3n_k − N).

Lean writes these coefficients with an `if`; `h0` and `h1` evaluate the two sums.

```lean
/-- The averages of `3 cos² θ - 1` over the p_z, p_x and p_y densities are
4/5, -2/5 and -2/5. -/
theorem orbital_averages :
    sphereIntegral (fun u => (3 * u 2 ^ 2 - 1) * pDensity 2 u) = 4 / 5 ∧
    sphereIntegral (fun u => (3 * u 2 ^ 2 - 1) * pDensity 0 u) = -2 / 5 ∧
    sphereIntegral (fun u => (3 * u 2 ^ 2 - 1) * pDensity 1 u) = -2 / 5 := by
  have h : ∀ k : Fin 3, sphereIntegral (fun u => (3 * u 2 ^ 2 - 1) * pDensity k u)
      = 2 / 5 * (3 * (if 2 = k then (1 : ℝ) else 0) - 1) := by
    intro k
    -- one electron in orbital k
    have hk := gradient_component (fun j => if j = k then 1 else 0) 2
    simp only [fieldGradient, valenceDensity, ite_mul, one_mul, zero_mul,
      Finset.sum_ite_eq', Finset.mem_univ, if_true] at hk
    exact hk
  refine ⟨(h 2).trans ?_, (h 0).trans ?_, (h 1).trans ?_⟩
  · rw [if_pos rfl]
    norm_num
  · rw [if_neg (show ¬ (2 : Fin 3) = 0 by decide)]
    norm_num
  · rw [if_neg (show ¬ (2 : Fin 3) = 1 by decide)]
    norm_num
```

Put one electron in a single orbital and look along z. For p_z the result is (2/5)(3 − 1) = 4/5; for p_x or p_y it is (2/5)(0 − 1) = −2/5. The proof applies `gradient_component` to exactly these populations.

```lean
/-- Townes-Dailey formula: the angular factor of the field gradient along z is 4/5 times the excess
of the p_z population over the mean of the p_x and p_y populations. -/
theorem townes_dailey (nx ny nz : ℝ) :
    fieldGradient ![nx, ny, nz] 2 = 4 / 5 * (nz - (nx + ny) / 2) := by
  rw [gradient_component, Fin.sum_univ_three]
  change 2 / 5 * (3 * nz - (nx + ny + nz)) = _
  ring
```

With populations n_x, n_y, n_z, the bracket is 3n_z − (n_x + n_y + n_z) = 2n_z − n_x − n_y, so the angular factor along z is

(4/5)[n_z − (n_x + n_y)/2].

```lean
/-- With p_x and p_y doubly filled and `1 + i` electrons in p_z, the field gradient along z is
`1 - i` times its value at `i = 0`. -/
theorem halogen_ionic_character (i : ℝ) :
    fieldGradient ![2, 2, 1 + i] 2 = (1 - i) * fieldGradient ![2, 2, 1] 2 := by
  rw [townes_dailey, townes_dailey]
  ring
```

Let i be the number of electrons, possibly fractional, transferred into p_z of a halogen atom. The angular factor is (4/5)(1 + i − 2) = −(4/5)(1 − i), and the atomic value, at i = 0, is −4/5. In the limit i = 1 the shell is closed and the gradient vanishes.

The double filling of p_x and p_y matters. With populations 2, 1 and 1 + i, the angular factor is (4/5)(i − 1/2), which is 1 − 2i times its value at i = 0. The factor 1 − i also relies on a radial average that does not change with i.

```lean
/-- The field gradients along x, y and z all vanish exactly when the three p orbitals are
equally populated. -/
theorem gradient_vanishes_iff (n : Fin 3 → ℝ) :
    (∀ k, fieldGradient n k = 0) ↔ ∀ j k, n j = n k := by
  simp only [gradient_component]
  constructor
  · intro h j k
    linarith [h j, h k]
  · intro h k
    rw [Fin.sum_univ_three]
    linarith [h 0 k, h 1 k, h 2 k]

end

end TownesDailey
```

If all three components vanish, then 3n_k = N for every k, so the populations are equal. Conversely, equal populations give N = 3n_k and every component is zero. `linarith` does this linear algebra in both directions.

```lean
#print axioms TownesDailey.orbital_averages
#print axioms TownesDailey.townes_dailey
#print axioms TownesDailey.halogen_ionic_character
#print axioms TownesDailey.gradient_vanishes_iff
```

```
'TownesDailey.orbital_averages' depends on axioms: [propext, Classical.choice, Quot.sound]
'TownesDailey.townes_dailey' depends on axioms: [propext, Classical.choice, Quot.sound]
'TownesDailey.halogen_ionic_character' depends on axioms: [propext, Classical.choice, Quot.sound]
'TownesDailey.gradient_vanishes_iff' depends on axioms: [propext, Classical.choice, Quot.sound]
```
